# Ground-state polarizability of the hydrogenic Wannier exciton in exciton atomic units: 9/2 in three dimensions, 21/128 in two

Lengths are in exciton Bohr radii and energies in exciton hartrees, so the reduced mass and the strength of the screened Coulomb attraction are both 1. The electron-hole distance is r, the dimension is d, and the angular momentum is l. A uniform electric field adds F r cos θ to the Hamiltonian of the relative motion, where F is the elementary charge times the field strength, in exciton hartrees per exciton Bohr radius, and θ is the angle to the field. In two dimensions the field lies in the plane of the motion.

```lean
import Mathlib

open Set MeasureTheory Filter Topology

namespace ExcitonPolarizability

noncomputable section
```

On a radial function u, the field-free Hamiltonian is

H u = −(u″ + (d−1)u′/r − l(l+d−2)u/r²)/2 − u/r.

In Lean, `d` and `l` are natural numbers, `u` is a real function, and the derivatives are actual ones (`deriv`). The model assumes isotropic parabolic bands and a 1/r attraction, in two dimensions as well.

```lean
/-- Radial Hamiltonian of the relative electron-hole motion in `d` dimensions with angular
momentum `l`, in exciton atomic units, for `r > 0`. -/
def radialHamiltonian (d l : ℕ) (u : ℝ → ℝ) (r : ℝ) : ℝ :=
  -(deriv (deriv u) r + ((d : ℝ) - 1) * deriv u r / r
    - (l : ℝ) * ((l : ℝ) + d - 2) * u r / r ^ 2) / 2 - u r / r
```

The zeroth-order state is ψ₀ = exp(−kr), left unnormalized, with decay rate k.

```lean
/-- The unnormalized exponential state `exp (-k r)`. -/
def groundState (k r : ℝ) : ℝ := Real.exp (-(k * r))
```

By parity the first-order energy vanishes. Writing the first-order state per unit F as g(r) cos θ ψ₀ leaves a p-wave equation, (H − E₀)(gψ₀) = −rψ₀, where H has l = 1 and E₀ is the energy of ψ₀. The operator that will act on g alone is

D g = −(g″ + (d−1)g′/r − (d−1)g/r²)/2 + k g′.

```lean
/-- The Dalgarno-Lewis radial operator acting on the factor `g` of the first-order
wave function `g(r) cos θ exp (-k r)`, for `r > 0`. -/
def dalgarnoLewis (d : ℕ) (k : ℝ) (g : ℝ → ℝ) (r : ℝ) : ℝ :=
  -(deriv (deriv g) r + ((d : ℝ) - 1) * deriv g r / r - ((d : ℝ) - 1) * g r / r ^ 2) / 2
    + k * deriv g r
```

The candidate solution is

g = −(a r + r²/(2k)), a = (d+1)/(4k²).

```lean
/-- The quadratic response factor in `d` dimensions, for `k ≠ 0`. -/
def response (d : ℕ) (k r : ℝ) : ℝ :=
  -(((d : ℝ) + 1) / (4 * k ^ 2) * r + r ^ 2 / (2 * k))
```

To second order in F the energy shift is −αF²/2, which defines the polarizability α. Second-order perturbation theory gives the shift as F²⟨r g cos²θ⟩, and the angular average of cos²θ is 1/d. Hence

α = −(2/d)⟨r g⟩.

The file takes this expression as its definition of α; the perturbation expansion and the angular separation are not derived there. Dividing by the integral of r^(d−1) exp(−2kr) normalizes the average.

```lean
/-- The expression `-(2/d) ⟨r g⟩` for `d ≥ 1` and `k > 0`, where the average has the weight
`r^(d-1) exp (-2 k r)` and is divided by the integral of that weight. It is the static
polarizability when `g(r) cos θ exp (-k r)` is the first-order state. -/
def polarizability (d : ℕ) (k : ℝ) (g : ℝ → ℝ) : ℝ :=
  -(2 / (d : ℝ)) * ((∫ r in Ioi (0 : ℝ), r * g r * (r ^ (d - 1) * Real.exp (-(2 * k * r)))) /
    ∫ r in Ioi (0 : ℝ), r ^ (d - 1) * Real.exp (-(2 * k * r)))
```

## The decay rate fixed by the Coulomb term

The exponential satisfies ψ₀′ = −kψ₀.

```lean
/-- The exponential state has logarithmic derivative `-k`. -/
theorem hasDerivAt_groundState (k x : ℝ) :
    HasDerivAt (groundState k) (-k * groundState k x) x := by
  have h := ((hasDerivAt_id' x).const_mul k).fun_neg.exp
  exact h.congr_deriv (by unfold groundState; ring)
```

Therefore ψ₀″ = k²ψ₀, and for l = 0

Hψ₀ = −(k²/2)ψ₀ + (k(d−1) − 2)ψ₀/(2r).

The last term vanishes exactly when k(d−1) = 2, which gives k = 1 for d = 3 and k = 2 for d = 2. The proof records this identity as `H` and evaluates it at r = 1 for the forward direction.

```lean
/-- The state `exp (-k r)` solves the field-free s-wave equation with energy `-k²/2`
exactly when `k (d - 1) = 2`. -/
theorem groundState_eigen_iff (d : ℕ) (k : ℝ) :
    (∀ r > 0, radialHamiltonian d 0 (groundState k) r = -(k ^ 2 / 2) * groundState k r) ↔
      k * ((d : ℝ) - 1) = 2 := by
  have hd1 : deriv (groundState k) = fun x => -k * groundState k x :=
    funext fun x => (hasDerivAt_groundState k x).deriv
  -- the only obstruction is a leftover Coulomb term
  have H : ∀ r, radialHamiltonian d 0 (groundState k) r = -(k ^ 2 / 2) * groundState k r
      + (k * ((d : ℝ) - 1) - 2) * groundState k r / (2 * r) := by
    intro r
    unfold radialHamiltonian
    rw [hd1, ((hasDerivAt_groundState k r).const_mul (-k)).deriv]
    simp only [Nat.cast_zero]
    ring
  constructor
  · intro h
    have h1 := h 1 one_pos
    rw [H 1] at h1
    have hp : groundState k 1 ≠ 0 := (Real.exp_pos _).ne'
    have h2 : groundState k 1 * (k * ((d : ℝ) - 1) - 2) = 0 := by
      linear_combination 2 * h1
    have h3 := (mul_eq_zero.1 h2).resolve_left hp
    linarith
  · intro hk r _
    rw [H r, hk]
    ring
```

## From the Schrödinger equation to an equation for g

The product rule gives

(gψ₀)′ = (g′ − kg)ψ₀,
(gψ₀)″ = (g″ − 2kg′ + k²g)ψ₀.

For l = 1 the centrifugal factor is d−1, so

(H + k²/2)(gψ₀) = [D g + (k(d−1) − 2)g/(2r)]ψ₀.

The condition on k removes the extra term, which is the final `linear_combination`. Since g need only be twice differentiable for r > 0, `h3` identifies the first derivative near r before it is differentiated again.

```lean
/-- For `k (d - 1) = 2` and `g` twice differentiable on `r > 0`, the p-wave operator `H - E₀`
with `E₀ = -k²/2` acts on `g exp (-k r)` as the Dalgarno-Lewis operator acts on `g`. -/
theorem hamiltonian_factorization (d : ℕ) (k : ℝ) (hk : k * ((d : ℝ) - 1) = 2) (g : ℝ → ℝ)
    (hg : ∀ x > 0, DifferentiableAt ℝ g x) (hg' : ∀ x > 0, DifferentiableAt ℝ (deriv g) x)
    (r : ℝ) (hr : 0 < r) :
    radialHamiltonian d 1 (fun x => g x * groundState k x) r
      + k ^ 2 / 2 * (g r * groundState k r) = dalgarnoLewis d k g r * groundState k r := by
  have h1 : ∀ x > 0, HasDerivAt (fun x => g x * groundState k x)
      ((deriv g x - k * g x) * groundState k x) x := fun x hx =>
    ((hg x hx).hasDerivAt.fun_mul (hasDerivAt_groundState k x)).congr_deriv (by ring)
  have h2 : HasDerivAt (fun x => (deriv g x - k * g x) * groundState k x)
      ((deriv (deriv g) r - 2 * k * deriv g r + k ^ 2 * g r) * groundState k r) r :=
    (((hg' r hr).hasDerivAt.fun_sub ((hg r hr).hasDerivAt.const_mul k)).fun_mul
      (hasDerivAt_groundState k r)).congr_deriv (by ring)
  have h3 : deriv (fun x => g x * groundState k x) =ᶠ[𝓝 r]
      fun x => (deriv g x - k * g x) * groundState k x := by
    filter_upwards [Ioi_mem_nhds hr] with x hx
    exact (h1 x hx).deriv
  unfold radialHamiltonian dalgarnoLewis
  rw [h3.deriv_eq, h2.deriv, (h1 r hr).deriv]
  simp only [Nat.cast_one]
  -- the Coulomb term cancels against the slope of the ground state
  linear_combination (g r * groundState k r / (2 * r)) * hk
```

## The quadratic solution

The slope is g′ = −(a + r/k).

```lean
/-- The slope of the response factor is linear in `r`. -/
theorem hasDerivAt_response (d : ℕ) (k r : ℝ) :
    HasDerivAt (response d k) (-(((d : ℝ) + 1) / (4 * k ^ 2) + r / k)) r := by
  have p : HasDerivAt (fun x : ℝ => x ^ 2) (2 * r) r := by simpa using hasDerivAt_pow 2 r
  have h := (((hasDerivAt_id' r).const_mul (((d : ℝ) + 1) / (4 * k ^ 2))).fun_add
    (p.div_const (2 * k))).fun_neg
  exact h.congr_deriv (by ring)
```

With g″ = −1/k, the a/r terms cancel:

D g = (1/k + (d−1)/(2k))/2 − ka − r
 = (d+1)/(4k) − (d+1)/(4k) − r = −r.

After the derivatives are inserted, `field_simp` and `ring` do this algebra.

```lean
/-- For `k ≠ 0` the quadratic response factor solves the Dalgarno-Lewis equation with
source `-r` at every `r ≠ 0`. -/
theorem dalgarnoLewis_response (d : ℕ) (k r : ℝ) (hk : k ≠ 0) (hr : r ≠ 0) :
    dalgarnoLewis d k (response d k) r = -r := by
  have h1 : deriv (response d k) = fun x => -(((d : ℝ) + 1) / (4 * k ^ 2) + x / k) :=
    funext fun x => (hasDerivAt_response d k x).deriv
  have h2 := (((hasDerivAt_id' r).div_const k).const_add
    (((d : ℝ) + 1) / (4 * k ^ 2))).fun_neg.deriv
  unfold dalgarnoLewis
  rw [h1, h2]
  unfold response
  field_simp
  ring
```

## Moments and polarizability

For b > 0, the integral of rⁿ exp(−br) over r > 0 is n!/bⁿ⁺¹.

```lean
/-- Radial moments of an exponential density with decay rate `b > 0`. -/
theorem radial_moment (n : ℕ) (b : ℝ) (hb : 0 < b) :
    ∫ r in Ioi (0 : ℝ), r ^ n * Real.exp (-(b * r)) = (n.factorial : ℝ) / b ^ (n + 1) := by
  have h := Real.integral_rpow_mul_exp_neg_mul_Ioi (a := (n : ℝ) + 1) (by positivity) hb
  rw [Real.Gamma_nat_eq_factorial, add_sub_cancel_right] at h
  simp only [Real.rpow_natCast] at h
  have e : (n : ℝ) + 1 = ((n + 1 : ℕ) : ℝ) := by push_cast; ring
  rw [h, e, Real.rpow_natCast, one_div, inv_pow]
  exact (div_eq_inv_mul _ _).symm
```

Setting b = 2k gives the normalized moments

⟨r²⟩ = d(d+1)/(4k²), ⟨r³⟩ = d(d+1)(d+2)/(8k³),

and therefore

α = (2/d)(a⟨r²⟩ + ⟨r³⟩/(2k))
 = (d+1)(2d+3)/(8k⁴).

The proof writes d = m+1 and splits the integral into these two moments. Integrability follows because Lean assigns the value zero to a non-integrable integral, whereas these moments are positive.

```lean
/-- For `d ≥ 1` and `k > 0` the quadratic response factor gives the polarizability
`(d + 1)(2 d + 3) / (8 k⁴)`. -/
theorem polarizability_response (d : ℕ) (k : ℝ) (hd : 1 ≤ d) (hk : 0 < k) :
    polarizability d k (response d k) = ((d : ℝ) + 1) * (2 * d + 3) / (8 * k ^ 4) := by
  obtain ⟨m, rfl⟩ : ∃ m, d = m + 1 := ⟨d - 1, by omega⟩
  have hb : 0 < 2 * k := by positivity
  -- a nonzero integral certifies integrability
  have hint : ∀ n : ℕ, Integrable (fun r : ℝ => r ^ n * Real.exp (-(2 * k * r)))
      (volume.restrict (Ioi 0)) := by
    intro n
    by_contra h
    have h0 := integral_undef h
    rw [radial_moment n _ hb] at h0
    have : 0 < (n.factorial : ℝ) / (2 * k) ^ (n + 1) := by positivity
    linarith
  have hf : (fun r : ℝ => r * response (m + 1) k r * (r ^ m * Real.exp (-(2 * k * r)))) =
      fun r => -((((m + 1 : ℕ) : ℝ) + 1) / (4 * k ^ 2)) * (r ^ (m + 2) * Real.exp (-(2 * k * r)))
        + -(1 / (2 * k)) * (r ^ (m + 3) * Real.exp (-(2 * k * r))) := by
    funext r
    unfold response
    ring
  have f2 : ((m + 2).factorial : ℝ) = (m + 2) * (m + 1) * m.factorial := by
    simp only [Nat.factorial]
    push_cast
    ring
  have f3 : ((m + 3).factorial : ℝ) = (m + 3) * (m + 2) * (m + 1) * m.factorial := by
    simp only [Nat.factorial]
    push_cast
    ring
  have hm : (m.factorial : ℝ) ≠ 0 := by positivity
  have hm1 : (m : ℝ) + 1 ≠ 0 := by positivity
  unfold polarizability
  rw [Nat.add_sub_cancel, hf, integral_add ((hint _).const_mul _) ((hint _).const_mul _),
    integral_const_mul, integral_const_mul, radial_moment _ _ hb, radial_moment _ _ hb,
    radial_moment _ _ hb, f2, f3]
  push_cast
  field_simp
  ring
```

Substituting k = 2/(d−1) gives

α = (d−1)⁴(d+1)(2d+3)/128.

The next theorem joins this formula to the first-order Schrödinger equation, for every d ≥ 2. That equation has other solutions for r > 0, but they diverge at the origin or at infinity. The product gψ₀ vanishes at both, which makes it the radial part of the first-order state; this selection is not part of the theorem.

The condition k(d−1) = 2 matters: k > 0 alone does not suffice. For d = 3 and k = 2, g = −(r + r²)/4, and the extra term gψ₀/r turns the right-hand side into −(5r/4 + 1/4)ψ₀ instead of −rψ₀.

```lean
/-- For `d ≥ 2` and `k (d - 1) = 2`, the response factor times `exp (-k r)` solves the radial p-wave
part of the first-order Schrödinger equation in a uniform field for `r > 0`, and the polarizability
it gives is `(d - 1)⁴ (d + 1)(2 d + 3) / 128`. -/
theorem exciton_polarizability (d : ℕ) (k : ℝ) (hd : 2 ≤ d) (hk : k * ((d : ℝ) - 1) = 2) :
    (∀ r > 0, radialHamiltonian d 1 (fun x => response d k x * groundState k x) r
      + k ^ 2 / 2 * (response d k r * groundState k r) = -r * groundState k r) ∧
    polarizability d k (response d k)
      = ((d : ℝ) - 1) ^ 4 * ((d : ℝ) + 1) * (2 * d + 3) / 128 := by
  have hd2 : (2 : ℝ) ≤ d := by exact_mod_cast hd
  have hd1 : 0 ≤ (d : ℝ) - 1 := by linarith
  have hk0 : 0 < k := by
    by_contra h
    nlinarith [mul_nonneg (neg_nonneg.2 (not_lt.1 h)) hd1]
  constructor
  · intro r hr
    have h1 : deriv (response d k) = fun x => -(((d : ℝ) + 1) / (4 * k ^ 2) + x / k) :=
      funext fun x => (hasDerivAt_response d k x).deriv
    rw [hamiltonian_factorization d k hk (response d k)
      (fun x _ => (hasDerivAt_response d k x).differentiableAt)
      (fun x _ => by
        rw [h1]
        exact (((hasDerivAt_id' x).div_const k).const_add _).fun_neg.differentiableAt) r hr,
      dalgarnoLewis_response d k r hk0.ne' hr.ne']
  · have h4 : (k * ((d : ℝ) - 1)) ^ 4 = 16 := by rw [hk]; norm_num
    rw [polarizability_response d k (by omega) hk0, div_eq_iff (by positivity)]
    linear_combination (-(((d : ℝ) + 1) * (2 * d + 3) / 16)) * h4
```

In three dimensions k = 1 and g = −(r + r²/2), so α = 16·4·9/128 = 9/2.

```lean
/-- In three dimensions with `k = 1`, the factor `-(r + r²/2)` gives polarizability `9/2`. -/
theorem polarizability_three_dim :
    polarizability 3 1 (fun r => -(r + r ^ 2 / 2)) = 9 / 2 := by
  have h : (fun r : ℝ => -(r + r ^ 2 / 2)) = response 3 1 := by
    funext r
    simp only [response, Nat.cast_ofNat]
    ring
  rw [h, polarizability_response 3 1 (by norm_num) one_pos]
  norm_num
```

In two dimensions k = 2 and g = −(3r/16 + r²/4), so α = 3·7/128 = 21/128. Both proofs identify the explicit g with `response` and apply the general formula.

```lean
/-- In two dimensions with `k = 2`, the factor `-(3r/16 + r²/4)` gives polarizability
`21/128`. -/
theorem polarizability_two_dim :
    polarizability 2 2 (fun r => -(3 * r / 16 + r ^ 2 / 4)) = 21 / 128 := by
  have h : (fun r : ℝ => -(3 * r / 16 + r ^ 2 / 4)) = response 2 2 := by
    funext r
    simp only [response, Nat.cast_ofNat]
    ring
  rw [h, polarizability_response 2 2 (by norm_num) two_pos]
  norm_num

end

end ExcitonPolarizability
```

For a numerical exciton solver, these values give reference points for the quadratic Stark shift of the ground state in the weak-field, hydrogenic limit.

```lean
#print axioms ExcitonPolarizability.groundState_eigen_iff
-- 'ExcitonPolarizability.groundState_eigen_iff' depends on axioms: [propext, Classical.choice, Quot.sound]
#print axioms ExcitonPolarizability.exciton_polarizability
-- 'ExcitonPolarizability.exciton_polarizability' depends on axioms: [propext, Classical.choice, Quot.sound]
#print axioms ExcitonPolarizability.polarizability_three_dim
-- 'ExcitonPolarizability.polarizability_three_dim' depends on axioms: [propext, Classical.choice, Quot.sound]
#print axioms ExcitonPolarizability.polarizability_two_dim
-- 'ExcitonPolarizability.polarizability_two_dim' depends on axioms: [propext, Classical.choice, Quot.sound]
```
